# The integral of d/((x − e)² + d²) from −R to aR, as an arctangent difference, tends to π times the sign of d

For real `e`, nonzero real `d` and positive `a`, the declaration states that arctan((aR − e)/d) − arctan((−R − e)/d) tends to π times the sign of `d` as R → ∞. In physical terms, this difference is the integral of the Lorentzian d/((x − e)² + d²) from x = −R to x = aR. The Lorentzian has half-width |d| at half-maximum, and for negative `d` both it and the limit are negative. The limit depends neither on the centre `e` nor on the ratio `a` of the cut-off magnitudes. The statement itself concerns only the arctangents and contains no integral. The attempt first shows that each end contributes π/2 when the divisor is positive, adds the two contributions, and then gets the case of negative `d` from the oddness of arctan.

As first written in Lean, the proof fails:

```lean
import Mathlib

open Filter Topology Complex

namespace PropagatorCutoff

noncomputable section

/-- The phase collected between `-R` and `a R` tends to `π` times the sign of `d`. -/
theorem phase_limit (e : ℝ) {d a : ℝ} (hd : d ≠ 0) (ha : 0 < a) :
    Tendsto (fun R : ℝ => Real.arctan ((a * R - e) / d) - Real.arctan ((-R - e) / d))
      atTop (𝓝 (Real.pi * Real.sign d)) := by
  have up : ∀ b s c : ℝ, 0 < b → 0 < c →
      Tendsto (fun R : ℝ => Real.arctan ((b * R - s) / c)) atTop (𝓝 (Real.pi / 2)) := by
    intro b s c hb hc
    have h0 : Tendsto (fun R : ℝ => b * R - s) atTop atTop := by
      simpa only [sub_eq_add_neg, id] using
        tendsto_atTop_add_const_right atTop (-s) (tendsto_id.const_mul_atTop hb)
    exact (Real.tendsto_arctan_atTop.mono_right nhdsWithin_le_nhds).comp (h0.atTop_div_const hc)
  have key : ∀ c : ℝ, 0 < c →
      Tendsto (fun R : ℝ => Real.arctan ((a * R - e) / c) - Real.arctan ((-R - e) / c))
        atTop (𝓝 Real.pi) := by
    intro c hc
    have h := (up a e c ha hc).add (up 1 (-e) c one_pos hc)
    rw [add_halves] at h
    refine h.congr (fun R => ?_)
    rw [show (-R - e) / c = -((1 * R - -e) / c) by ring, Real.arctan_neg, sub_neg_eq_add]
  rcases lt_or_gt_of_ne hd with h | h
  · rw [Real.sign_of_neg h, mul_neg_one]
    refine (key (-d) (neg_pos.2 h)).neg.congr (fun R => ?_)
    rw [div_neg, div_neg, Real.arctan_neg, Real.arctan_neg]
    ring
  · rw [Real.sign_of_pos h, mul_one]
    exact key d h

end

end PropagatorCutoff
```

Lean reports:

```
Main.lean:22:29: error: unsolved goals
e d a : ℝ
hd : d ≠ 0
ha : 0 < a
up : ∀ (b s c : ℝ), 0 < b → 0 < c → Tendsto (fun R => Real.arctan ((b * R - s) / c)) atTop (𝓝 (Real.pi / 2))
c : ℝ
hc : 0 < c
h : Tendsto (fun x => Real.arctan ((a * x - e) / c) + Real.arctan ((1 * x - -e) / c)) atTop (𝓝 Real.pi)
R : ℝ
⊢ Real.arctan ((a * R - e) / c) + Real.arctan ((1 * R + e) / c) =
    Real.arctan ((a * R - e) / c) - -Real.arctan ((1 * R + e) / c)
```

This version goes through:

```diff
@@ -25,5 +25,6 @@
     rw [add_halves] at h
     refine h.congr (fun R => ?_)
-    rw [show (-R - e) / c = -((1 * R - -e) / c) by ring, Real.arctan_neg, sub_neg_eq_add]
+    rw [show (-R - e) / c = -((1 * R - -e) / c) by ring, Real.arctan_neg]
+    ring
   rcases lt_or_gt_of_ne hd with h | h
   · rw [Real.sign_of_neg h, mul_neg_one]
```

Cause. The one error is an unsolved goal in `key`, the case of a positive divisor `c`. After `Real.arctan_neg`, the right-hand side is a difference of the form `x - -y`, and `sub_neg_eq_add` was meant to turn it into `x + y`. But the argument of the second arctangent, `1 * R - -e`, has the same form. `rw` matched the lemma there, which fixed its variables to `1 * R` and `e`, and so rewrote only the copies of that expression, on both sides, to `1 * R + e`. The outer double negative stayed, as the printed goal shows, and the closing `rfl` that `rw` tries could not prove the equation.

The repair drops `sub_neg_eq_add` and ends with `ring`. The arctangents now have the same arguments on both sides, so `ring` can treat them as atoms and prove `x + y = x - -y` by algebra, with no need to choose which subtraction to rewrite.
